# The bottom row of the transfer matrix for N identical lossless cells in a band gap

The theorem `bottom_row_pow` concerns a finite chain of N identical lossless unit cells, each with a transfer matrix M of determinant one, whose rows are (a, b) and (b*, a*). It assumes Re a = s cosh q with q real and s = ±1, which places the cell in a band gap, or at its edge when q = 0. It then states that sinh q times the bottom-left entry of M^N is s^(N+1) b* sinh(Nq), and that sinh q times the bottom-right entry is s^N (sinh q cosh(Nq) − i s Im a sinh(Nq)). The proof is by induction on N, adding one cell at a time, and uses the value of |b|² from `norm_sq_b`. That lemma needs |Re a| = cosh q, so the attempt first shows |s| = 1 from s² = 1.

As first written in Lean, the proof fails:

```lean
import Mathlib

open Filter Topology ComplexConjugate

namespace BandGapDecayRate

noncomputable section

/-- The matrix with rows `(a, b)` and `(conj b, conj a)`. When its determinant is one, it models the
transfer matrix of a lossless unit cell. -/
def cell (a b : ℂ) : Matrix (Fin 2) (Fin 2) ℂ := !![a, b; conj b, conj a]

/-- For a cell of determinant one with `|Re a| = cosh q`, the squared modulus of `b` is
`sinh² q + (Im a)²`. -/
theorem norm_sq_b {a b : ℂ} {q : ℝ} (hdet : (cell a b).det = 1)
    (hgap : |a.re| = Real.cosh q) : ‖b‖ ^ 2 = Real.sinh q ^ 2 + a.im ^ 2 := by
  rw [cell, Matrix.det_fin_two_of] at hdet
  have h := congrArg Complex.re hdet
  simp only [Complex.sub_re, Complex.mul_re, Complex.conj_re, Complex.conj_im,
    Complex.one_re] at h
  have h2 : a.re ^ 2 = Real.cosh q ^ 2 := by rw [← hgap, sq_abs]
  have h3 := Real.cosh_sq q
  rw [← Complex.normSq_eq_norm_sq, Complex.normSq_apply]
  linarith

/-- The bottom row of the transfer matrix of `N` cells, multiplied by `sinh q`, when
`Re a = s cosh q` with a sign `s`. -/
theorem bottom_row_pow {a b : ℂ} {q s : ℝ} (hdet : (cell a b).det = 1)
    (hs : s ^ 2 = 1) (hre : a.re = s * Real.cosh q) (N : ℕ) :
    (Real.sinh q : ℂ) * (cell a b ^ N) 1 0
        = (s : ℂ) ^ N * s * conj b * (Real.sinh (N * q) : ℝ) ∧
    (Real.sinh q : ℂ) * (cell a b ^ N) 1 1
        = (s : ℂ) ^ N * ((Real.sinh q : ℝ) * (Real.cosh (N * q) : ℝ)
          - Complex.I * s * a.im * (Real.sinh (N * q) : ℝ)) := by
  have hgap : |a.re| = Real.cosh q := by
    have h1 : |s| = 1 := by
      rcases sq_eq_one_iff_of_ne_zero.mp hs with h | h <;> simp [h]
    rw [hre, abs_mul, h1, one_mul, abs_of_pos (Real.cosh_pos q)]
  have hs2 : (s : ℂ) ^ 2 = 1 := by exact_mod_cast hs
  have hgen : ∀ c : ℝ, a.re = s * c →
      a = s * c + Complex.I * a.im ∧ conj a = s * c - Complex.I * a.im := by
    intro c hc
    constructor <;> apply Complex.ext <;> simp [hc]
  obtain ⟨ha, hac⟩ := hgen _ hre
  have hbb : conj b * b = (Real.sinh q : ℂ) ^ 2 + (a.im : ℂ) ^ 2 := by
    rw [mul_comm, Complex.mul_conj, Complex.normSq_eq_norm_sq, norm_sq_b hdet hgap]
    simp only [Complex.ofReal_add, Complex.ofReal_pow]
  induction N with
  | zero => constructor <;> simp
  | succ n ih =>
    obtain ⟨ih0, ih1⟩ := ih
    -- adding one cell multiplies the row by the cell matrix
    have e0 : (cell a b ^ (n + 1)) 1 0
        = (cell a b ^ n) 1 0 * a + (cell a b ^ n) 1 1 * conj b := by
      rw [pow_succ, Matrix.mul_apply, Fin.sum_univ_two]; rfl
    have e1 : (cell a b ^ (n + 1)) 1 1
        = (cell a b ^ n) 1 0 * b + (cell a b ^ n) 1 1 * conj a := by
      rw [pow_succ, Matrix.mul_apply, Fin.sum_univ_two]; rfl
    have hm : ((n + 1 : ℕ) : ℝ) * q = n * q + q := by push_cast; ring
    rw [e0, e1, hm, Real.sinh_add, Real.cosh_add]
    simp only [Complex.ofReal_add, Complex.ofReal_mul]
    generalize (Real.sinh (n * q) : ℂ) = Sn at *
    generalize (Real.cosh (n * q) : ℂ) = Cn at *
    generalize (Real.sinh q : ℂ) = S at *
    generalize (Real.cosh q : ℂ) = C at *
    constructor
    · linear_combination a * ih0 + conj b * ih1 + (s : ℂ) ^ n * s * conj b * Sn * ha
        - (s : ℂ) ^ n * conj b * S * Cn * hs2
    · linear_combination b * ih0 + conj a * ih1
        + (s : ℂ) ^ n * (S * Cn - Complex.I * s * a.im * Sn) * hac
        + (s : ℂ) ^ n * s * Sn * hbb
        + (s : ℂ) ^ n * s * (a.im : ℂ) ^ 2 * Sn * Complex.I_sq
        + (s : ℂ) ^ n * Complex.I * a.im * S * Cn * hs2

end

end BandGapDecayRate
```

The compiler's answer:

```
Main.lean:37:13: error(lean.unknownIdentifier): Unknown identifier `sq_eq_one_iff_of_ne_zero.mp`
Main.lean:37:49: error: Tactic `rcases` failed: `x✝ : ?m.131` is not an inductive datatype
```

What went wrong. The first message says that Lean knows nothing called `sq_eq_one_iff_of_ne_zero.mp`. The proof wanted a lemma that turns `hs : s ^ 2 = 1` into the two cases s = 1 and s = −1, but the name it used does not resolve.

The second message follows from the first. With the name unresolved, the term given to `rcases` has only the undetermined type `?m.131`, and `rcases` cannot split something that is not known to be an "or" statement.

The repair does without the missing lemma. It proves `(s - 1) * (s + 1) = 0` from `hs` by `linear_combination`, and `mul_eq_zero` then gives a real disjunction for `rcases` to split. The cases now read `s - 1 = 0` and `s + 1 = 0`, so `linarith` first obtains the value of s in each. Rewriting with that value leaves |1| or |−1|, which `abs_one` and `abs_neg` reduce to 1.

The mended proof, as a diff:

```diff
@@ -35,5 +35,8 @@
   have hgap : |a.re| = Real.cosh q := by
     have h1 : |s| = 1 := by
-      rcases sq_eq_one_iff_of_ne_zero.mp hs with h | h <;> simp [h]
+      have h0 : (s - 1) * (s + 1) = 0 := by linear_combination hs
+      rcases mul_eq_zero.mp h0 with h | h
+      · rw [show s = 1 by linarith, abs_one]
+      · rw [show s = -1 by linarith, abs_neg, abs_one]
     rw [hre, abs_mul, h1, one_mul, abs_of_pos (Real.cosh_pos q)]
   have hs2 : (s : ℂ) ^ 2 = 1 := by exact_mod_cast hs
```
